# Bounds on the equilibrium-averaged survival time for reversible solvent relaxation with positive sinks on finitely many states

Let a solvent coordinate have finitely many states $i$ with equilibrium weights $p_i>0$, $\sum_i p_i=1$. Relaxation among them is described by a matrix $L$, minus the generator of the jump process, so that $-L_{ij}$ is the jump rate from $i$ to $j\neq i$. State $i$ reacts irreversibly at rate $k_i>0$. The mean survival times $T_i$ from each starting state should obey $(L+\mathrm{diag}\,k)\,T=1$.

I expect the equilibrium average of $T$ to lie between the inverse of the mean rate and the mean of the inverse rate, however fast the solvent relaxes. Can this be made rigorous and machine-checked, including when the bounds are attained?

## Both bounds from two weighted squares

Yes, given detailed balance. The conditions on $L$ are $\sum_j L_{ij}=0$, $L_{ij}\le 0$ for $i\ne j$, and $p_iL_{ij}=p_jL_{ji}$. Write $\tau=\sum_i p_iT_i$ and $\bar k=\sum_i p_ik_i$.

For any $f$, detailed balance and the zero row sums give

$$\sum_i p_i(Lf)_i=\sum_j p_jf_j\sum_i L_{ji}=0.$$

Define the dissipation $D(f)=\sum_i p_if_i(Lf)_i$. Expand $(f_i-f_j)^2$ in the sum below: the $f_i^2$ part vanishes by the row sums, and the $f_j^2$ part by the identity just shown, applied to $f^2$. Hence

$$2D(f)=\sum_{i,j}p_i(-L_{ij})(f_i-f_j)^2\ge 0.$$

If $(L+\mathrm{diag}\,k)v=0$, multiplying by $p_iv_i$ and summing gives $\sum_i p_ik_iv_i^2=-D(v)\le0$, so $v=0$. A square matrix with trivial kernel is invertible, so $T$ exists and is unique.

Averaging the equation for $T$ with weights $p_i$, and then with weights $p_iT_i$, gives

$$\sum_i p_ik_iT_i=1,\qquad \sum_i p_ik_iT_i^2=\tau-D(T)\le\tau.$$

Expanding two squares and inserting these relations yields

$$0\le\sum_i p_ik_i\Big(T_i-\frac1{\bar k}\Big)^2\le\tau-\frac1{\bar k},$$

$$0\le\sum_i p_ik_i\Big(T_i-\frac1{k_i}\Big)^2\le\sum_i\frac{p_i}{k_i}-\tau.$$

Therefore $1/\bar k\le\tau\le\sum_i p_i/k_i$.

If the lower bound is attained, $T_i=1/\bar k$ for all $i$. Then $LT=0$, so $k_iT_i=1$ and every $k_i=\bar k$. Conversely, for uniform $k$, $\sum_i p_ik_iT_i=1$ gives $\tau=1/\bar k$. If the upper bound is attained, $T_i=1/k_i$, and the equation leaves $L(1/k)=0$. Conversely, if $L(1/k)=0$, then $1/k$ solves the equation and equals $T$ by uniqueness.

Positivity follows at a state $m$ where $T$ is smallest: $(LT)_m=\sum_jL_{mj}(T_j-T_m)\le0$, so $k_mT_m\ge1$.

## What the Lean theorems say

`IsReversibleRelaxation p L` collects the conditions on $p$ and $L$; its field `balance` says that no net flux runs between any two states at equilibrium. `sinkOperator L k` is $L+\mathrm{diag}\,k$, `*ᵥ` is matrix times vector, `1` is the constant vector, and `eqAverage p f` is $\sum_i p_if_i$.

`sumi_marcus_bounds` states that exactly one $T$ solves the equation and that any solution obeys both bounds. The two `attained_iff` theorems give the equality cases, and `time_pos` gives $T_i>0$.

The Sumi–Marcus model proper has diffusion along a continuous coordinate and a specific activated rate. Here the coordinate is discrete and the positive rates are arbitrary. The survival-time equation is taken as the definition of $T$, not derived from the time-dependent populations. For a discretised electron-transfer model meeting these conditions, the bounds check a computed average time using only $p$ and $k$.

```lean
import Mathlib

open Matrix

namespace SumiMarcusBounds

noncomputable section

variable {n : Type*} [Fintype n] {p k T : n → ℝ} {L : Matrix n n ℝ}

/-- Solvent relaxation on finitely many states: `p` is a positive probability vector and `L`
(minus the generator of the jump process) satisfies detailed balance with respect to `p`. -/
structure IsReversibleRelaxation (p : n → ℝ) (L : Matrix n n ℝ) : Prop where
  pos : ∀ i, 0 < p i
  total : ∑ i, p i = 1
  row_sum : ∀ i, ∑ j, L i j = 0
  offdiag : ∀ i j, i ≠ j → L i j ≤ 0
  balance : ∀ i j, p i * L i j = p j * L j i

/-- The average of `f` over the equilibrium distribution `p`. -/
def eqAverage (p f : n → ℝ) : ℝ := ∑ i, p i * f i

/-- The relaxation operator with a reactive sink of rate `k i` in each solvent state. -/
def sinkOperator [DecidableEq n] (L : Matrix n n ℝ) (k : n → ℝ) : Matrix n n ℝ :=
  L + Matrix.diagonal k

/-- The equilibrium average of `L *ᵥ f` is zero for every `f`. -/
theorem average_relaxation (h : IsReversibleRelaxation p L) (f : n → ℝ) :
    eqAverage p (L *ᵥ f) = 0 := by
  simp only [eqAverage, Matrix.mulVec, dotProduct, Finset.mul_sum]
  rw [Finset.sum_comm]
  refine Finset.sum_eq_zero fun j _ => ?_
  have e : ∑ i, p i * (L i j * f j) = p j * f j * ∑ i, L j i := by
    rw [Finset.mul_sum]
    refine Finset.sum_congr rfl fun i _ => ?_
    linear_combination f j * h.balance i j
  rw [e, h.row_sum, mul_zero]

/-- Twice the dissipation of a solvent profile `f` is the sum, over all ordered pairs of states, of
the squared differences of `f`, weighted by the equilibrium exchange fluxes. -/
theorem dissipation_eq (h : IsReversibleRelaxation p L) (f : n → ℝ) :
    2 * ∑ i, p i * f i * (L *ᵥ f) i = ∑ i, ∑ j, p i * (-L i j) * (f i - f j) ^ 2 := by
  have h2 := average_relaxation h (fun j => f j ^ 2)
  unfold eqAverage at h2
  -- expand the square for each fixed state i
  have e : ∀ i, ∑ j, p i * (-L i j) * (f i - f j) ^ 2 =
      2 * (p i * f i * (L *ᵥ f) i) - p i * (L *ᵥ (fun j => f j ^ 2)) i := by
    intro i
    have e1 : ∑ j, p i * (-L i j) * (f i - f j) ^ 2 =
        2 * (p i * f i * (L *ᵥ f) i) - p i * (L *ᵥ (fun j => f j ^ 2)) i
          - p i * f i ^ 2 * ∑ j, L i j := by
      simp only [Matrix.mulVec, dotProduct, Finset.mul_sum, ← Finset.sum_sub_distrib]
      exact Finset.sum_congr rfl fun j _ => by ring
    rw [e1, h.row_sum, mul_zero, sub_zero]
  rw [Finset.sum_congr rfl fun i _ => e i, Finset.sum_sub_distrib, h2, sub_zero,
    Finset.mul_sum]

/-- The dissipation of any solvent profile is nonnegative. -/
theorem dissipation_nonneg (h : IsReversibleRelaxation p L) (f : n → ℝ) :
    0 ≤ ∑ i, p i * f i * (L *ᵥ f) i := by
  have h1 : 0 ≤ ∑ i, ∑ j, p i * (-L i j) * (f i - f j) ^ 2 := by
    refine Finset.sum_nonneg fun i _ => Finset.sum_nonneg fun j _ => ?_
    by_cases hij : i = j
    · subst hij
      simp
    · exact mul_nonneg (mul_nonneg (h.pos i).le (neg_nonneg.mpr (h.offdiag i j hij)))
        (sq_nonneg _)
  linarith [dissipation_eq h f]

private theorem eq_zero_of_sum_sq {w g : n → ℝ} (hw : ∀ i, 0 < w i)
    (hs : ∑ i, w i * g i ^ 2 ≤ 0) (i : n) : g i = 0 := by
  have h1 : w i * g i ^ 2 ≤ ∑ i, w i * g i ^ 2 :=
    Finset.single_le_sum (f := fun i => w i * g i ^ 2)
      (fun j _ => mul_nonneg (hw j).le (sq_nonneg _)) (Finset.mem_univ i)
  by_contra hg
  have h2 : 0 < w i * g i ^ 2 := mul_pos (hw i) (by positivity)
  linarith

private theorem states_nonempty (h : IsReversibleRelaxation p L) : Nonempty n := by
  rcases isEmpty_or_nonempty n with hn | hn
  · have h1 := h.total
    simp at h1
  · exact hn

private theorem average_rate_pos (h : IsReversibleRelaxation p L) (hk : ∀ i, 0 < k i) :
    0 < eqAverage p k := by
  have := states_nonempty h
  exact Finset.sum_pos (fun i _ => mul_pos (h.pos i) (hk i)) Finset.univ_nonempty

variable [DecidableEq n]

private theorem sink_apply (L : Matrix n n ℝ) (k f : n → ℝ) (i : n) :
    (sinkOperator L k *ᵥ f) i = (L *ᵥ f) i + k i * f i := by
  simp [sinkOperator, Matrix.add_mulVec, Matrix.mulVec_diagonal]

private theorem time_eq (hT : sinkOperator L k *ᵥ T = 1) (i : n) :
    (L *ᵥ T) i + k i * T i = 1 := by
  rw [← sink_apply, hT, Pi.one_apply]

/-- The equation for the mean survival times has exactly one solution. -/
theorem existsUnique_time (h : IsReversibleRelaxation p L) (hk : ∀ i, 0 < k i) :
    ∃! T : n → ℝ, sinkOperator L k *ᵥ T = 1 := by
  have hinj : Function.Injective (sinkOperator L k).mulVecLin := by
    rw [injective_iff_map_eq_zero]
    intro v hv
    rw [Matrix.mulVecLin_apply] at hv
    have hi : ∀ i, (L *ᵥ v) i + k i * v i = 0 := fun i => by
      rw [← sink_apply, hv, Pi.zero_apply]
    -- dissipation and reactive loss are both nonnegative and add up to zero
    have e : ∑ i, p i * k i * v i ^ 2 = -∑ i, p i * v i * (L *ᵥ v) i := by
      rw [← Finset.sum_neg_distrib]
      refine Finset.sum_congr rfl fun i _ => ?_
      linear_combination p i * v i * hi i
    funext i
    exact eq_zero_of_sum_sq (w := fun i => p i * k i)
      (fun i => mul_pos (h.pos i) (hk i)) (by linarith [dissipation_nonneg h v]) i
  obtain ⟨T, hT⟩ := LinearMap.injective_iff_surjective.mp hinj 1
  exact ⟨T, hT, fun S hS => hinj (Eq.trans hS hT.symm)⟩

/-- Every mean survival time is positive. -/
theorem time_pos (h : IsReversibleRelaxation p L) (hk : ∀ i, 0 < k i)
    (hT : sinkOperator L k *ᵥ T = 1) (i : n) : 0 < T i := by
  have := states_nonempty h
  -- look at the state with the shortest survival time
  obtain ⟨m, hm⟩ := Finite.exists_min T
  have e : (L *ᵥ T) m = ∑ j, L m j * (T j - T m) := by
    simp only [mul_sub, Finset.sum_sub_distrib, ← Finset.sum_mul, h.row_sum, zero_mul,
      sub_zero, Matrix.mulVec, dotProduct]
  have h1 : (L *ᵥ T) m ≤ 0 := by
    rw [e]
    refine Finset.sum_nonpos fun j _ => ?_
    by_cases hj : m = j
    · subst hj
      simp
    · exact mul_nonpos_of_nonpos_of_nonneg (h.offdiag m j hj) (sub_nonneg.mpr (hm j))
  have h2 : 0 < k m * T m := by linarith [time_eq hT m]
  exact lt_of_lt_of_le (pos_of_mul_pos_right h2 (hk m).le) (hm i)

private theorem flux_eq (h : IsReversibleRelaxation p L)
    (hT : sinkOperator L k *ᵥ T = 1) : ∑ i, p i * k i * T i = 1 := by
  have e : ∑ i, p i * k i * T i = ∑ i, p i - eqAverage p (L *ᵥ T) := by
    rw [eqAverage, ← Finset.sum_sub_distrib]
    refine Finset.sum_congr rfl fun i _ => ?_
    linear_combination p i * time_eq hT i
  rw [e, average_relaxation h, h.total, sub_zero]

private theorem energy_le (h : IsReversibleRelaxation p L)
    (hT : sinkOperator L k *ᵥ T = 1) : ∑ i, p i * k i * T i ^ 2 ≤ eqAverage p T := by
  have e : eqAverage p T = ∑ i, p i * T i * (L *ᵥ T) i + ∑ i, p i * k i * T i ^ 2 := by
    rw [eqAverage, ← Finset.sum_add_distrib]
    refine Finset.sum_congr rfl fun i _ => ?_
    linear_combination (-(p i * T i)) * time_eq hT i
  linarith [dissipation_nonneg h T]

private theorem lower_gap (h : IsReversibleRelaxation p L) (hk : ∀ i, 0 < k i)
    (hT : sinkOperator L k *ᵥ T = 1) :
    ∑ i, p i * k i * (T i - 1 / eqAverage p k) ^ 2 ≤ eqAverage p T - 1 / eqAverage p k := by
  have e : ∀ c : ℝ, ∑ i, p i * k i * (T i - c) ^ 2 =
      ∑ i, p i * k i * T i ^ 2 - 2 * c * ∑ i, p i * k i * T i + c ^ 2 * eqAverage p k := by
    intro c
    simp only [eqAverage, Finset.mul_sum, ← Finset.sum_sub_distrib, ← Finset.sum_add_distrib]
    exact Finset.sum_congr rfl fun i _ => by ring
  have hc : (1 / eqAverage p k) ^ 2 * eqAverage p k = 1 / eqAverage p k := by
    have := (average_rate_pos h hk).ne'
    field_simp
  rw [e, flux_eq h hT, hc]
  linarith [energy_le h hT]

private theorem upper_gap (h : IsReversibleRelaxation p L) (hk : ∀ i, 0 < k i)
    (hT : sinkOperator L k *ᵥ T = 1) :
    ∑ i, p i * k i * (T i - 1 / k i) ^ 2 ≤ ∑ i, p i / k i - eqAverage p T := by
  have e : ∑ i, p i * k i * (T i - 1 / k i) ^ 2 =
      ∑ i, p i * k i * T i ^ 2 - 2 * eqAverage p T + ∑ i, p i / k i := by
    simp only [eqAverage, Finset.mul_sum, ← Finset.sum_sub_distrib, ← Finset.sum_add_distrib]
    refine Finset.sum_congr rfl fun i _ => ?_
    have := (hk i).ne'
    field_simp
    ring
  linarith [energy_le h hT]

/-- For positive sink rates the survival times are uniquely determined, and their equilibrium
average lies between the inverse of the mean rate and the mean of the inverse rate. -/
theorem sumi_marcus_bounds (h : IsReversibleRelaxation p L) (hk : ∀ i, 0 < k i) :
    (∃! T : n → ℝ, sinkOperator L k *ᵥ T = 1) ∧
    ∀ T : n → ℝ, sinkOperator L k *ᵥ T = 1 →
      1 / ∑ i, p i * k i ≤ ∑ i, p i * T i ∧ ∑ i, p i * T i ≤ ∑ i, p i / k i := by
  refine ⟨existsUnique_time h hk, fun T hT => ?_⟩
  have hp : ∀ g : n → ℝ, 0 ≤ ∑ i, p i * k i * g i ^ 2 := fun g =>
    Finset.sum_nonneg fun i _ => mul_nonneg (mul_pos (h.pos i) (hk i)).le (sq_nonneg _)
  have h1 := (hp fun i => T i - 1 / eqAverage p k).trans (lower_gap h hk hT)
  have h2 := (hp fun i => T i - 1 / k i).trans (upper_gap h hk hT)
  unfold eqAverage at h1 h2
  exact ⟨by linarith, by linarith⟩

/-- The lower bound is attained exactly when all solvent states react at the same rate. -/
theorem lower_bound_attained_iff (h : IsReversibleRelaxation p L) (hk : ∀ i, 0 < k i)
    (hT : sinkOperator L k *ᵥ T = 1) :
    eqAverage p T = 1 / eqAverage p k ↔ ∀ i j, k i = k j := by
  constructor
  · intro heq
    have hc : ∀ i, T i - 1 / eqAverage p k = 0 :=
      eq_zero_of_sum_sq (w := fun i => p i * k i) (fun i => mul_pos (h.pos i) (hk i))
        (by linarith [lower_gap h hk hT])
    -- a uniform survival time does not relax, so k i times it equals one
    have hTc : T = fun _ => 1 / eqAverage p k := funext fun i => sub_eq_zero.mp (hc i)
    have hki : ∀ i, k i = eqAverage p k := by
      intro i
      have h1 := time_eq hT i
      have h0 : (L *ᵥ T) i = 0 := by
        rw [hTc]
        simp only [Matrix.mulVec, dotProduct, ← Finset.sum_mul, h.row_sum, zero_mul]
      rw [h0, zero_add, sub_eq_zero.mp (hc i), mul_one_div] at h1
      exact (div_eq_one_iff_eq (average_rate_pos h hk).ne').mp h1
    intro i j
    rw [hki i, hki j]
  · intro hu
    obtain ⟨m⟩ := states_nonempty h
    have h1 : eqAverage p k = k m := by
      rw [eqAverage, Finset.sum_congr rfl fun i _ => by rw [hu i m], ← Finset.sum_mul,
        h.total, one_mul]
    have h2 : eqAverage p T * k m = 1 := by
      rw [← flux_eq h hT, eqAverage, Finset.sum_mul]
      refine Finset.sum_congr rfl fun i _ => ?_
      rw [hu i m]
      ring
    rw [h1, eq_div_iff (hk m).ne', h2]

/-- The upper bound is attained exactly when `L` maps the profile of inverse rates to zero. -/
theorem upper_bound_attained_iff (h : IsReversibleRelaxation p L) (hk : ∀ i, 0 < k i)
    (hT : sinkOperator L k *ᵥ T = 1) :
    eqAverage p T = ∑ i, p i / k i ↔ L *ᵥ (fun i => 1 / k i) = 0 := by
  constructor
  · intro heq
    have hc : ∀ i, T i - 1 / k i = 0 :=
      eq_zero_of_sum_sq (w := fun i => p i * k i) (g := fun i => T i - 1 / k i)
        (fun i => mul_pos (h.pos i) (hk i)) (by linarith [upper_gap h hk hT])
    have hTc : T = fun i => 1 / k i := funext fun i => sub_eq_zero.mp (hc i)
    rw [← hTc]
    funext i
    have h1 := time_eq hT i
    rw [sub_eq_zero.mp (hc i), mul_one_div_cancel (hk i).ne'] at h1
    rw [Pi.zero_apply]
    linarith
  · intro h0
    have hS : sinkOperator L k *ᵥ (fun i => 1 / k i) = 1 := by
      funext i
      rw [sink_apply, h0, Pi.zero_apply, zero_add, mul_one_div_cancel (hk i).ne',
        Pi.one_apply]
    rw [(existsUnique_time h hk).unique hT hS, eqAverage]
    exact Finset.sum_congr rfl fun i _ => mul_one_div _ _

/-- A two-state solvent with weights 1/3 and 2/3 and sink rates 1 and 2 meets the hypotheses,
with survival times 5/7 and 4/7. -/
theorem two_state_witness :
    IsReversibleRelaxation ![1 / 3, 2 / 3] !![2, -2; -1, 1] ∧
    sinkOperator !![2, -2; -1, 1] ![1, 2] *ᵥ ![5 / 7, 4 / 7] = 1 := by
  refine ⟨⟨?_, ?_, ?_, ?_, ?_⟩, ?_⟩
  · intro i
    fin_cases i <;> norm_num
  · norm_num [Fin.sum_univ_succ]
  · intro i
    fin_cases i <;> norm_num [Fin.sum_univ_succ]
  · intro i j hij
    fin_cases i <;> fin_cases j <;> first | exact absurd rfl hij | norm_num
  · intro i j
    fin_cases i <;> fin_cases j <;> norm_num
  · funext i
    rw [sink_apply]
    fin_cases i <;> norm_num [Matrix.mulVec, dotProduct, Fin.sum_univ_succ]

end

end SumiMarcusBounds
```

```lean
#print axioms SumiMarcusBounds.time_pos
-- 'SumiMarcusBounds.time_pos' depends on axioms: [propext, Classical.choice, Quot.sound]
#print axioms SumiMarcusBounds.sumi_marcus_bounds
-- 'SumiMarcusBounds.sumi_marcus_bounds' depends on axioms: [propext, Classical.choice, Quot.sound]
#print axioms SumiMarcusBounds.lower_bound_attained_iff
-- 'SumiMarcusBounds.lower_bound_attained_iff' depends on axioms: [propext, Classical.choice, Quot.sound]
#print axioms SumiMarcusBounds.upper_bound_attained_iff
-- 'SumiMarcusBounds.upper_bound_attained_iff' depends on axioms: [propext, Classical.choice, Quot.sound]
```

## How the proof follows the algebra

`average_relaxation` and `dissipation_eq` are the first two identities, and `dissipation_nonneg` gives the sign, with the diagonal terms treated separately. `existsUnique_time` proves injectivity through `eq_zero_of_sum_sq`, then uses the equivalence of injectivity and surjectivity in finite dimension.

`flux_eq` and `energy_le` are the two averages of the equation; `linear_combination` multiplies it by the weights used above. `lower_gap` and `upper_gap` are the two square estimates. The bounds follow from them by `linarith`. If a bound is attained, each square in the corresponding estimate must vanish, which gives the stated condition. The converse uses `flux_eq` for the lower bound and uniqueness of the solution for the upper one.

`two_state_witness` verifies an example with $p=(1/3,2/3)$, $k=(1,2)$ and $T=(5/7,4/7)$. Its average time is $13/21$, between $3/5$ and $2/3$.
